# The kinetic integral of two s-type Gaussians: a multiple of the overlap that turns negative at large separation

The kinetic integral of two Gaussians $g_a(x)=e^{-a(x-A)^2}$ and $g_b(x)=e^{-b(x-B)^2}$ on the line is $-\tfrac12\int g_a\,g_b''\,dx$ in atomic units. It is a matrix element of the kinetic-energy operator between the two functions. In $d$ dimensions a point is a list of $d$ real coordinates, a Gaussian is the product of one-dimensional Gaussians that all have the same exponent, and the Laplacian is the sum of second derivatives along the coordinate directions.

For exponents $a,b>0$, put $\mu=ab/(a+b)$, and let $R$ be the separation of the centres and $S$ the overlap. The kinetic integral is then $\mu(d-2\mu|R|^2)S$, which is negative exactly when $2\mu|R|^2>d$.

## Gaussians and their integrals as Lean definitions

```lean
import Mathlib

open MeasureTheory

namespace GaussianKinetic

noncomputable section
```

The first line loads the mathematical library Mathlib. The next two give short access to the names of its integration theory and set a prefix for the names below. The last allows definitions that Lean does not compile to executable code, such as integrals.

```lean
/-- The unnormalised Gaussian on the line with exponent `a` and centre `A`. -/
def gauss (a A x : ℝ) : ℝ := Real.exp (-a * (x - A) ^ 2)
```

This is $g_a(x)=e^{-a(x-A)^2}$, without a normalisation factor. Lean writes function application without brackets, so `gauss a A x` has exponent `a`, centre `A` and position `x`.

```lean
/-- The reduced exponent `ab/(a+b)` of two Gaussians, for `a + b ≠ 0`. -/
def redExp (a b : ℝ) : ℝ := a * b / (a + b)
```

This is $\mu=ab/(a+b)$, which has the form of a reduced mass.

```lean
/-- The overlap integral of two Gaussians on the line. -/
def overlap (a b A B : ℝ) : ℝ := ∫ x, gauss a A x * gauss b B x
```

The overlap is $S=\int g_a g_b\,dx$ over the whole line.

```lean
/-- The kinetic-energy integral of two Gaussians on the line, in atomic units. -/
def kinetic (a b A B : ℝ) : ℝ :=
  -(1 / 2) * ∫ x, gauss a A x * deriv (deriv (gauss b B)) x
```

The kinetic integral is $T=-\tfrac12\int g_a g_b''\,dx$. The factor $\tfrac12$ stands for $\hbar^2/2m$ in atomic units, with $m$ the electron mass. `deriv (deriv (gauss b B))` is the derivative taken twice.

```lean
/-- The Gaussian in `d` dimensions with the same exponent `a` in every direction. -/
def gaussN {d : ℕ} (a : ℝ) (A x : Fin d → ℝ) : ℝ := ∏ i, gauss a (A i) (x i)
```

The type `Fin d → ℝ` holds the coordinates $x_i$, with $i$ running over $d$ values. The product $\prod_i e^{-a(x_i-A_i)^2}=e^{-a|x-A|^2}$ is a spherical, s-type Gaussian.

```lean
/-- The Laplacian as the sum of second derivatives along the coordinate directions. -/
def laplacian {d : ℕ} (f : (Fin d → ℝ) → ℝ) (x : Fin d → ℝ) : ℝ :=
  ∑ i, deriv (deriv (fun t => f (Function.update x i t))) (x i)
```

`Function.update x i t` is the point $x$ with its $i$-th coordinate replaced by $t$. Differentiating twice in $t$ at $t=x_i$ gives $\partial^2 f/\partial x_i^2$, and the sum over $i$ is $\nabla^2 f$.

```lean
/-- The overlap integral of two Gaussians in `d` dimensions. -/
def overlapN {d : ℕ} (a b : ℝ) (A B : Fin d → ℝ) : ℝ :=
  ∫ x, gaussN a A x * gaussN b B x

/-- The kinetic-energy integral of two Gaussians in `d` dimensions, in atomic units. -/
def kineticN {d : ℕ} (a b : ℝ) (A B : Fin d → ℝ) : ℝ :=
  -(1 / 2) * ∫ x, gaussN a A x * laplacian (gaussN b B) x
```

These are $\int g_ag_b\,d^dx$ and $-\tfrac12\int g_a\nabla^2g_b\,d^dx$.

## The product Gaussian and its moments

```lean
/-- Gaussian product rule: two Gaussians multiply to a constant times one Gaussian at the
weighted centre. -/
theorem gauss_mul_gauss {a b : ℝ} (h : a + b ≠ 0) (A B x : ℝ) :
    gauss a A x * gauss b B x =
      Real.exp (-redExp a b * (A - B) ^ 2) * gauss (a + b) ((a * A + b * B) / (a + b)) x := by
  unfold gauss redExp
  rw [← Real.exp_add, ← Real.exp_add]
  congr 1
  field_simp
  ring
```

A theorem lists its hypotheses first, then a colon, the statement, and after `:=` the proof. Write $p=a+b$ and $P=(aA+bB)/p$. Completing the square gives

$$a(x-A)^2+b(x-B)^2=p(x-P)^2+aA^2+bB^2-\frac{(aA+bB)^2}{p},$$

and the constant terms combine to $ab(A-B)^2/p=\mu R^2$, with $R=A-B$. Hence $g_ag_b=e^{-\mu R^2}e^{-p(x-P)^2}$. The proof merges the exponentials, clears denominators with `field_simp` and lets `ring` check the polynomial identity.

```lean
/-- The overlap of two Gaussians on the line in closed form. -/
theorem overlap_eq {a b : ℝ} (ha : 0 < a) (hb : 0 < b) (A B : ℝ) :
    overlap a b A B =
      Real.exp (-redExp a b * (A - B) ^ 2) * Real.sqrt (Real.pi / (a + b)) := by
  unfold overlap
  simp_rw [gauss_mul_gauss (add_pos ha hb).ne' A B]
  rw [integral_const_mul]
  congr 1
  exact (integral_sub_right_eq_self (fun x : ℝ => Real.exp (-(a + b) * x ^ 2)) _).trans
    (integral_gaussian (a + b))
```

The hypotheses `ha` and `hb` say that both exponents are positive. Integrating the product Gaussian gives

$$S=e^{-\mu R^2}\int e^{-p(x-P)^2}dx=e^{-\mu R^2}\sqrt{\pi/p}.$$

The proof takes out the constant, shifts the variable and uses Mathlib's Gaussian integral.

```lean
/-- A quadratic polynomial times a product of two Gaussians is integrable. -/
theorem integrable_quadratic {a b : ℝ} (ha : 0 < a) (hb : 0 < b) (A B c₀ c₁ c₂ : ℝ) :
    Integrable (fun x => (c₀ + c₁ * x + c₂ * x ^ 2) * (gauss a A x * gauss b B x)) := by
  have hp : 0 < a + b := add_pos ha hb
  have h2 : Integrable (fun x : ℝ => x ^ 2 * Real.exp (-(a + b) * x ^ 2)) := by
    have h := integrable_rpow_mul_exp_neg_mul_sq hp (s := 2) (by norm_num)
    simpa only [Real.rpow_two] using h
  -- expand the polynomial about the centre of the product Gaussian
  obtain ⟨P, hP⟩ : ∃ P, P = (a * A + b * B) / (a + b) := ⟨_, rfl⟩
  have h := (((((integrable_exp_neg_mul_sq hp).const_mul (c₀ + c₁ * P + c₂ * P ^ 2)).add
    ((integrable_mul_exp_neg_mul_sq hp).const_mul (c₁ + 2 * c₂ * P))).add
    (h2.const_mul c₂)).comp_sub_right P).const_mul (Real.exp (-redExp a b * (A - B) ^ 2))
  refine h.congr (Filter.Eventually.of_forall fun x => ?_)
  simp only [Pi.add_apply]
  rw [gauss_mul_gauss hp.ne', ← hP]
  unfold gauss
  ring
```

With $u=x-P$, the polynomial becomes

$$c_0+c_1x+c_2x^2=(c_0+c_1P+c_2P^2)+(c_1+2c_2P)u+c_2u^2.$$

Each of $1,u,u^2$ times $e^{-pu^2}$ is integrable, and so is their combination. The proof adds these three facts, shifts back by $P$ and multiplies by $e^{-\mu R^2}$. Lean assigns the value zero to the integral of a non-integrable function, so integrability has to be established before an integral can be split.

## A total derivative gives the kinetic integral

```lean
/-- The first derivative of a Gaussian. -/
theorem hasDerivAt_gauss (b B x : ℝ) :
    HasDerivAt (gauss b B) (-2 * b * (x - B) * gauss b B x) x := by
  have h := ((((hasDerivAt_id' x).sub_const B).fun_pow 2).const_mul (-b)).exp
  refine h.congr_deriv ?_
  unfold gauss
  push_cast
  ring
```

The chain rule gives $g_b'=-2b(x-B)g_b$. `HasDerivAt` states that the derivative exists at $x$ and has this value.

```lean
/-- The second derivative of a Gaussian is a quadratic polynomial times the Gaussian. -/
theorem deriv_deriv_gauss (b B x : ℝ) :
    deriv (deriv (gauss b B)) x = (4 * b ^ 2 * (x - B) ^ 2 - 2 * b) * gauss b B x := by
  have h1 : deriv (gauss b B) = fun y => -2 * b * (y - B) * gauss b B y :=
    funext fun y => (hasDerivAt_gauss b B y).deriv
  have h2 := (((hasDerivAt_id' x).sub_const B).const_mul (-2 * b)).fun_mul
    (hasDerivAt_gauss b B x)
  rw [h1, h2.deriv]
  ring
```

The product rule then gives

$$g_b''=-2b\,g_b+4b^2(x-B)^2g_b=\bigl(4b^2(x-B)^2-2b\bigr)g_b.$$

```lean
/-- The kinetic integral on the line is `μ (1 - 2 μ R²)` times the overlap, with `μ` the
reduced exponent and `R` the separation of the centres. -/
theorem kinetic_eq {a b : ℝ} (ha : 0 < a) (hb : 0 < b) (A B : ℝ) :
    kinetic a b A B =
      redExp a b * (1 - 2 * redExp a b * (A - B) ^ 2) * overlap a b A B := by
  have hp : a + b ≠ 0 := (add_pos ha hb).ne'
  have hS : Integrable (fun x => gauss a A x * gauss b B x) := by
    simpa using integrable_quadratic ha hb A B 1 0 0
  have hK : Integrable (fun x => gauss a A x * deriv (deriv (gauss b B)) x) := by
    refine (integrable_quadratic ha hb A B (4 * b ^ 2 * B ^ 2 - 2 * b) (-8 * b ^ 2 * B)
      (4 * b ^ 2)).congr (Filter.Eventually.of_forall fun x => ?_)
    simp only [deriv_deriv_gauss]
    ring
  -- this combination of the two integrands is a total derivative
  have hF : ∀ x, HasDerivAt (fun y => (-(2 * b ^ 2 / (a + b)) *
      (y - B + a * (A - B) / (a + b))) * (gauss a A y * gauss b B y))
      (gauss a A x * deriv (deriv (gauss b B)) x +
        2 * redExp a b * (1 - 2 * redExp a b * (A - B) ^ 2) *
          (gauss a A x * gauss b B x)) x := by
    intro x
    have h := ((((hasDerivAt_id' x).sub_const B).add_const (a * (A - B) / (a + b))).const_mul
      (-(2 * b ^ 2 / (a + b)))).fun_mul
      ((hasDerivAt_gauss a A x).fun_mul (hasDerivAt_gauss b B x))
    refine h.congr_deriv ?_
    rw [deriv_deriv_gauss]
    unfold redExp
    field_simp
    ring
  have hFi : Integrable (fun y => (-(2 * b ^ 2 / (a + b)) *
      (y - B + a * (A - B) / (a + b))) * (gauss a A y * gauss b B y)) := by
    refine (integrable_quadratic ha hb A B
      (-(2 * b ^ 2 / (a + b)) * (-B + a * (A - B) / (a + b))) (-(2 * b ^ 2 / (a + b)))
      0).congr (Filter.Eventually.of_forall fun x => ?_)
    ring
  have h0 := integral_eq_zero_of_hasDerivAt_of_integrable hF (hK.add (hS.const_mul _)) hFi
  rw [integral_add hK (hS.const_mul _), integral_const_mul] at h0
  unfold kinetic overlap
  linear_combination (-1 / 2) * h0
```

Let $G=g_ag_b$, $u=x-P$ and $\delta=P-B=aR/p$. Since $x-B=u+\delta$,

$$g_ag_b''=\bigl(4b^2u^2+8b^2u\delta+4b^2\delta^2-2b\bigr)G.$$

Now take $F=-\frac{2b^2}{p}(u+2\delta)G$. Because $G'=-2pu\,G$,

$$F'=\Bigl(-\frac{2b^2}{p}+4b^2u^2+8b^2u\delta\Bigr)G.$$

The terms in $u$ and $u^2$ agree, and the difference is a constant times $G$:

$$F'-g_ag_b''=\Bigl(2b-\frac{2b^2}{p}-4b^2\delta^2\Bigr)G=2\mu(1-2\mu R^2)\,G,$$

using $2b-2b^2/p=2\mu$ and $b\delta=\mu R$. Since $F$ vanishes at both ends of the line, $\int F'=0$. Therefore $\int g_ag_b''=-2\mu(1-2\mu R^2)S$, and

$$T=\mu(1-2\mu R^2)S.$$

In the proof, `hS`, `hK` and `hFi` supply the integrability of $G$, $g_ag_b''$ and $F$. The step `hF` is the derivative identity; its linear factor `y - B + a * (A - B) / (a + b)` is $u+2\delta$. The result `h0` says that the integral of $F'$ is zero, and `linear_combination` multiplies it by $-\tfrac12$.

```lean
/-- The kinetic integral on the line is negative exactly when `2 μ R² > 1`. -/
theorem kinetic_neg_iff {a b : ℝ} (ha : 0 < a) (hb : 0 < b) (A B : ℝ) :
    kinetic a b A B < 0 ↔ 1 < 2 * redExp a b * (A - B) ^ 2 := by
  have hm : 0 < redExp a b := by unfold redExp; positivity
  have hS : 0 < overlap a b A B := by rw [overlap_eq ha hb]; positivity
  rw [kinetic_eq ha hb]
  refine ⟨fun h => ?_, fun h =>
    mul_neg_of_neg_of_pos (mul_neg_of_pos_of_neg hm (sub_neg.2 h)) hS⟩
  by_contra hc
  exact not_lt_of_ge
    (mul_nonneg (mul_nonneg hm.le (sub_nonneg.2 (not_lt.1 hc))) hS.le) h
```

The symbol `↔` means "exactly when". As $\mu>0$ and $S>0$, the sign of $T$ is the sign of $1-2\mu R^2$. For one direction the proof multiplies the signs; for the other it supposes $2\mu R^2\le1$, which would make $T\ge0$.

The kinetic energy of a single state is still never negative. $T$ is a matrix element between two different functions, and such an element can have either sign.

## From one coordinate to $d$

```lean
/-- The overlap in `d` dimensions is the product of the overlaps along the coordinates. -/
theorem overlapN_eq_prod {d : ℕ} (a b : ℝ) (A B : Fin d → ℝ) :
    overlapN a b A B = ∏ j, overlap a b (A j) (B j) := by
  unfold overlapN gaussN overlap
  simp_rw [← Finset.prod_mul_distrib]
  exact integral_fintype_prod_volume_eq_prod
    (fun j y => gauss a (A j) y * gauss b (B j) y)
```

The integrand is a product of functions of one coordinate each, so the integral factorises: $S=\prod_jS_j$, where $S_j$ is the overlap along coordinate $j$.

```lean
/-- In `d` dimensions the kinetic integral is `μ (d - 2 μ |R|²)` times the overlap, and it is
negative exactly when `2 μ |R|² > d`. -/
theorem kineticN_eq_and_neg_iff {d : ℕ} {a b : ℝ} (ha : 0 < a) (hb : 0 < b)
    (A B : Fin d → ℝ) :
    kineticN a b A B = redExp a b * (d - 2 * redExp a b * ∑ i, (A i - B i) ^ 2) *
        overlapN a b A B ∧
      (kineticN a b A B < 0 ↔ (d : ℝ) < 2 * redExp a b * ∑ i, (A i - B i) ^ 2) := by
  let F : Fin d → Fin d → ℝ → ℝ := fun i j y => gauss a (A j) y *
    (if j = i then deriv (deriv (gauss b (B j))) y else gauss b (B j) y)
  have hint : ∀ i j, Integrable (F i j) := by
    intro i j
    by_cases h : j = i
    · refine (integrable_quadratic ha hb (A j) (B j) (4 * b ^ 2 * B j ^ 2 - 2 * b)
        (-8 * b ^ 2 * B j) (4 * b ^ 2)).congr (Filter.Eventually.of_forall fun x => ?_)
      simp only [F, if_pos h, deriv_deriv_gauss]
      ring
    · simpa [F, h] using integrable_quadratic ha hb (A j) (B j) 1 0 0
  have hval : ∀ i j, ∫ y, F i j y = (if j = i then
      -2 * redExp a b * (1 - 2 * redExp a b * (A j - B j) ^ 2) else 1) *
        overlap a b (A j) (B j) := by
    intro i j
    by_cases h : j = i
    · have hk := kinetic_eq ha hb (A j) (B j)
      unfold kinetic at hk
      simp only [F, if_pos h]
      linear_combination (-2) * hk
    · simp only [F, if_neg h, one_mul, overlap]
  -- each term of the Laplacian factorises over the coordinates
  have hprod : ∀ x, gaussN a A x * laplacian (gaussN b B) x = ∑ i, ∏ j, F i j (x j) := by
    intro x
    unfold laplacian
    rw [Finset.mul_sum]
    refine Finset.sum_congr rfl fun i _ => ?_
    have hs : (fun t => gaussN b B (Function.update x i t)) = fun t =>
        (∏ j ∈ Finset.univ.erase i, gauss b (B j) (x j)) * gauss b (B i) t := by
      funext t
      unfold gaussN
      rw [← Finset.prod_erase_mul _ _ (Finset.mem_univ i), Function.update_self]
      congr 1
      exact Finset.prod_congr rfl fun j hj => by
        rw [Function.update_of_ne (Finset.ne_of_mem_erase hj)]
    rw [hs, deriv_const_mul_field', deriv_const_mul_field]
    simp only [F, gaussN]
    rw [Finset.prod_mul_distrib]
    congr 1
    rw [← Finset.prod_erase_mul _ _ (Finset.mem_univ i), if_pos rfl]
    congr 1
    exact Finset.prod_congr rfl fun j hj => by rw [if_neg (Finset.ne_of_mem_erase hj)]
  have hI : ∀ i, Integrable (fun x : Fin d → ℝ => ∏ j, F i j (x j)) :=
    fun i => Integrable.fintype_prod (hint i)
  have hterm : ∀ i, ∫ x : Fin d → ℝ, ∏ j, F i j (x j) =
      -2 * redExp a b * (1 - 2 * redExp a b * (A i - B i) ^ 2) * overlapN a b A B := by
    intro i
    rw [integral_fintype_prod_volume_eq_prod (F i), overlapN_eq_prod]
    simp only [hval, Finset.prod_mul_distrib, Finset.prod_ite_eq', Finset.mem_univ, if_true]
  have hT : kineticN a b A B = redExp a b * (d - 2 * redExp a b * ∑ i, (A i - B i) ^ 2) *
      overlapN a b A B := by
    unfold kineticN
    simp_rw [hprod]
    rw [MeasureTheory.integral_finsetSum _ fun i _ => hI i]
    simp only [hterm]
    rw [← Finset.sum_mul, ← Finset.mul_sum, Finset.sum_sub_distrib, ← Finset.mul_sum]
    simp only [Finset.sum_const, Finset.card_univ, Fintype.card_fin, nsmul_eq_mul, mul_one]
    ring
  have hm : 0 < redExp a b := by unfold redExp; positivity
  have hS : 0 < overlapN a b A B := by
    rw [overlapN_eq_prod]
    exact Finset.prod_pos fun j _ => by rw [overlap_eq ha hb]; positivity
  refine ⟨hT, ?_⟩
  rw [hT]
  refine ⟨fun h => ?_, fun h =>
    mul_neg_of_neg_of_pos (mul_neg_of_pos_of_neg hm (sub_neg.2 h)) hS⟩
  by_contra hc
  exact not_lt_of_ge
    (mul_nonneg (mul_nonneg hm.le (sub_nonneg.2 (not_lt.1 hc))) hS.le) h

end

end GaussianKinetic
```

The symbol `∧` joins the formula and the sign criterion. From here on $R_i=A_i-B_i$, and $|R|^2=\sum_iR_i^2$ is written out as a sum in the statement.

The $i$-th term of the Laplacian differentiates only the $i$-th factor of $g_b$. Its integral is therefore one kinetic factor times the overlaps along the other coordinates:

$$\int g_a\,\partial_i^2g_b\,d^dx=-2\mu(1-2\mu R_i^2)S_i\prod_{j\ne i}S_j=-2\mu(1-2\mu R_i^2)S.$$

Summing over $i$ and multiplying by $-\tfrac12$ gives

$$T=\mu\sum_i(1-2\mu R_i^2)\,S=\mu\bigl(d-2\mu|R|^2\bigr)S.$$

In the code, `F i j` is the factor along coordinate $j$ in the $i$-th term, with the second derivative present only when $j=i$. `hint` shows that each factor is integrable and `hval` gives its integral. `hprod` factorises the integrand, `hterm` integrates one term and `hT` adds them up. The sign criterion follows as on the line. For $d=0$ the sum is empty and both sides of the formula are zero.

The theorem covers real s-type Gaussians with one exponent for all directions. Polynomial prefactors, as in p and d functions, and contracted functions are not treated.

```lean
#print axioms GaussianKinetic.kinetic_neg_iff
#print axioms GaussianKinetic.kineticN_eq_and_neg_iff
```

```
'GaussianKinetic.kinetic_neg_iff' depends on axioms: [propext, Classical.choice, Quot.sound]
'GaussianKinetic.kineticN_eq_and_neg_iff' depends on axioms: [propext, Classical.choice, Quot.sound]
```

## Unit exponents at separation 2

Take $a=b=1$ and $R=2$ on the line, in atomic units. Then $\mu=\tfrac12$ and $2\mu R^2=4>1$, so $T$ must be negative. The overlap is $S=e^{-2}\sqrt{\pi/2}\approx0.1696$, and $T=\tfrac12(1-4)S\approx-0.2544$. Each Gaussian has squared norm $\sqrt{\pi/2}$, so for normalised functions the values are $S=e^{-2}\approx0.1353$ and $T\approx-0.2030$.

In three dimensions at the same distance, the normalised overlap is again $e^{-2}$. Since $4>3$, the kinetic element is still negative, but smaller in size: $T=\tfrac12(3-4)e^{-2}\approx-0.0677$.

## The s–s entry of a kinetic-energy matrix

In an electronic-structure program with Gaussian basis functions, the case $d=3$ gives the one-electron kinetic integral between two s-type primitives directly from their overlap:

$$T=\mu(3-2\mu|R|^2)S.$$

For contracted s functions, the program sums this expression over pairs of primitives, weighted by contraction coefficients and normalisation factors. Recurrences for higher angular momentum can start from the same value. A negative entry between distant primitives is therefore not in itself a sign of a faulty routine.
